# Two anyons in a harmonic trap have relative levels $E=a+1+2n$ in one angular sector

When the relative motion of two harmonically trapped anyons is diagonalised on a radial grid in the angular sector $e^{ia\varphi}$, with a wave function that stays finite at contact, the computed energies can be compared, in oscillator units (energies in $\hbar\omega$, with $\omega$ the trap frequency), with $a+1+2n$, where $n=0,1,2,\dots$ and $a\ge 0$ is the statistics parameter (often written $\theta/\pi$). These are the energies of solutions $r^a p(r^2)e^{-r^2/2}$, with $p$ a nonzero real polynomial, in this sector, for two particles with no interaction beyond their statistics.

In Lean 4 with Mathlib:

```lean
import Mathlib

open Polynomial

namespace TrappedAnyons

noncomputable section
```

## From exchange phase to radial equation

Let $(r,\varphi)$ be polar coordinates of the relative position. The wave function is $\psi=e^{ia\varphi}u(r)$, with $\varphi$ any real number, so $\psi$ need not return to itself after a full turn.

```lean
/-- Relative wave function of two anyons with statistics parameter `a` and radial part `u`,
in polar coordinates `r`, `φ`. -/
def relativeWave (a : ℝ) (u : ℝ → ℝ) (r φ : ℝ) : ℂ :=
  Complex.exp (Complex.I * a * φ) * u r
```

Lengths are in units of $\sqrt{\hbar/\mu\omega}$ and energies in $\hbar\omega$, with $\mu$ the reduced mass and $\omega$ the trap frequency. Since $\partial_\varphi^2\psi=-a^2\psi$, the Hamiltonian $-\tfrac12\nabla^2+\tfrac12r^2$ acts on $u$ as
$$-\tfrac12\left(u''+\frac{u'}r-\frac{a^2u}{r^2}\right)+\tfrac12r^2u .$$
`radialHamiltonian` takes this expression as its definition; its arguments `u`, `u'`, `u''` are numbers, the values at one radius.

```lean
/-- The radial Hamiltonian at radius `r ≠ 0`, applied to a function with value `u`, slope `u'`
and second derivative `u''` there, in oscillator units. -/
def radialHamiltonian (a r u u' u'' : ℝ) : ℝ :=
  -(u'' + u' / r - a ^ 2 * u / r ^ 2) / 2 + r ^ 2 * u / 2
```

`SolvesRadial a E u` says that $u$ has true first and second derivatives and satisfies the equation at every $r>0$. It sets no condition at $r=0$ or at infinity.

```lean
/-- The function `u` is twice differentiable and solves the radial Schrödinger equation with
energy `E` at every `r > 0`. -/
def SolvesRadial (a E : ℝ) (u : ℝ → ℝ) : Prop :=
  ∃ u' u'' : ℝ → ℝ, ∀ r, 0 < r → HasDerivAt u (u' r) r ∧ HasDerivAt u' (u'' r) r ∧
    radialHamiltonian a r (u r) (u' r) (u'' r) = E * u r
```

The ansatz supplies the behaviour at both ends; it is not normalised.

```lean
/-- The radial function `r^a p(r²) exp(-r²/2)` for a polynomial `p`, used at `r > 0`. -/
def trialWave (a : ℝ) (p : ℝ[X]) (r : ℝ) : ℝ :=
  r ^ a * p.eval (r ^ 2) * Real.exp (-r ^ 2 / 2)
```

With $x=r^2$ and primes on $p$ denoting $d/dx$, the equation will reduce to $xp''+(a+1-x)p'+\nu p=0$, where $E=a+1+2\nu$ and $\nu$ is real.

```lean
/-- The Laguerre differential expression `x p'' + (a + 1 - x) p' + ν p`. -/
def laguerreOp (a ν : ℝ) (p : ℝ[X]) : ℝ[X] :=
  X * derivative (derivative p) + (C (a + 1) - X) * derivative p + C ν * p
```

For $\nu=n$, its solution $p=\sum_k c_kx^k$ with $c_0=1$ has
$$c_{k+1}=\frac{k-n}{(k+1)(k+a+1)}\,c_k .$$

```lean
/-- Coefficients of the Laguerre polynomial with constant term one, for `a ≥ 0`. -/
def laguerreCoeff (a : ℝ) (n : ℕ) : ℕ → ℝ
  | 0 => 1
  | k + 1 => ((k : ℝ) - n) / (((k : ℝ) + 1) * (k + a + 1)) * laguerreCoeff a n k
```

The factor $k-n$ ends the series at degree $n$. The textbook $L_n^{(a)}$ is a multiple of this polynomial, with constant term $\binom{n+a}{n}$ instead of one.

```lean
/-- The Laguerre polynomial of index `n`, scaled to constant term one, for `a ≥ 0`. -/
def laguerrePoly (a : ℝ) (n : ℕ) : ℝ[X] :=
  ∑ k ∈ Finset.range (n + 1), monomial k (laguerreCoeff a n k)
```

Exchange is a half turn, and $e^{ia(\varphi+\pi)}=e^{i\pi a}e^{ia\varphi}$: bosons at $a=0$, fermions at $a=1$. The proof splits the exponential in the same way.

```lean
/-- Exchanging the particles, a half turn of the relative coordinate, multiplies the wave
function by `exp(iπa)`. -/
theorem exchange_phase (a : ℝ) (u : ℝ → ℝ) (r φ : ℝ) :
    relativeWave a u r (φ + Real.pi) =
      Complex.exp (Complex.I * Real.pi * a) * relativeWave a u r φ := by
  have h : Complex.I * a * ((φ + Real.pi : ℝ) : ℂ) =
      Complex.I * Real.pi * a + Complex.I * a * φ := by
    push_cast
    ring
  rw [relativeWave, relativeWave, h, Complex.exp_add, mul_assoc]
```

The chain rule gives $\partial_\varphi\psi=ia\,\psi$, the source of the centrifugal term.

```lean
/-- The angular derivative multiplies the relative wave function by `ia`. -/
theorem angular_derivative (a : ℝ) (u : ℝ → ℝ) (r φ : ℝ) :
    HasDerivAt (relativeWave a u r) (Complex.I * a * relativeWave a u r φ) φ := by
  have h : HasDerivAt (fun t : ℝ => Complex.I * a * (t : ℂ)) (Complex.I * a) φ := by
    simpa using (hasDerivAt_id φ).ofReal_comp.const_mul (Complex.I * (a : ℂ))
  exact (h.cexp.mul_const (u r : ℂ)).congr_deriv (by simp only [relativeWave]; ring)
```

## Reduction to the Laguerre equation

Put $W=r^ae^{-r^2/2}$. For differentiable $q$,
$$(Wq)'=W\left(\frac{a}{r}q+q'-rq\right).$$

```lean
/-- Product rule at `r > 0` for a function multiplied by `r^a exp(-r²/2)`. -/
theorem hasDerivAt_dressed (a : ℝ) {q : ℝ → ℝ} {q' r : ℝ} (hr : 0 < r)
    (hq : HasDerivAt q q' r) :
    HasDerivAt (fun s => s ^ a * q s * Real.exp (-s ^ 2 / 2))
      (r ^ a * (a * r⁻¹ * q r + q' - r * q r) * Real.exp (-r ^ 2 / 2)) r := by
  have h1 : HasDerivAt (fun s : ℝ => s ^ a) (a * r ^ (a - 1)) r :=
    Real.hasDerivAt_rpow_const (Or.inl hr.ne')
  have h0 : HasDerivAt (fun s : ℝ => s ^ 2) (2 * r) r := by
    simpa using hasDerivAt_pow 2 r
  have h2 : HasDerivAt (fun s : ℝ => -s ^ 2 / 2) (-r) r :=
    (h0.fun_neg.div_const 2).congr_deriv (by ring)
  refine ((h1.fun_mul hq).fun_mul h2.exp).congr_deriv ?_
  rw [Real.rpow_sub_one hr.ne']
  ring
```

Applying this to $q=p(r^2)$ gives $u'=Wq_1$ with $q_1=ap/r+2rp'-rp$. Applying it again gives
$$\frac{u''}{W}=4r^2p''+(4a+2-4r^2)p'+\left(\frac{a^2-a}{r^2}-2a-1+r^2\right)p .$$
Adding $u'/r-a^2u/r^2$ leaves $W[4xp''+4(a+1-x)p'+(x-2a-2)p]$, so the Hamiltonian acting on $u$, minus $Eu$, equals
$$-2W\left[xp''+(a+1-x)p'+\nu p\right].$$

In the proof, `key` holds this identity, with `field_simp` and `ring` collecting the terms. Uniqueness of derivatives identifies any admissible `u'` and `u''` with those computed here. As $W>0$, the bracket vanishes at every $x>0$, and a polynomial with infinitely many roots is zero.

```lean
/-- On `r^a p(r²) exp(-r²/2)` the radial equation with energy `a + 1 + 2ν` holds for all `r > 0`
exactly when `p` solves the Laguerre equation. -/
theorem solvesRadial_iff (a ν : ℝ) (p : ℝ[X]) :
    SolvesRadial a (a + 1 + 2 * ν) (trialWave a p) ↔ laguerreOp a ν p = 0 := by
  have hp : ∀ (q : ℝ[X]) (r : ℝ), HasDerivAt (fun s : ℝ => q.eval (s ^ 2))
      (2 * r * (derivative q).eval (r ^ 2)) r := by
    intro q r
    have h0 : HasDerivAt (fun s : ℝ => s ^ 2) (2 * r) r := by
      simpa using hasDerivAt_pow 2 r
    have h := (q.hasDerivAt (r ^ 2)).comp r h0
    have h' : HasDerivAt (fun s : ℝ => q.eval (s ^ 2))
        ((derivative q).eval (r ^ 2) * (2 * r)) r := h
    exact h'.congr_deriv (by ring)
  -- the two derivatives of the ansatz and the residual of the radial equation
  have key : ∃ v w : ℝ → ℝ, ∀ r, 0 < r →
      HasDerivAt (trialWave a p) (v r) r ∧ HasDerivAt v (w r) r ∧
      radialHamiltonian a r (trialWave a p r) (v r) (w r)
        - (a + 1 + 2 * ν) * trialWave a p r =
        -2 * (r ^ a * Real.exp (-r ^ 2 / 2)) * (laguerreOp a ν p).eval (r ^ 2) := by
    let q1 : ℝ → ℝ := fun s => a * s⁻¹ * p.eval (s ^ 2)
      + 2 * s * (derivative p).eval (s ^ 2) - s * p.eval (s ^ 2)
    let q2 : ℝ → ℝ := fun s => -a * (s ^ 2)⁻¹ * p.eval (s ^ 2)
      + a * s⁻¹ * (2 * s * (derivative p).eval (s ^ 2)) + 2 * (derivative p).eval (s ^ 2)
      + 2 * s * (2 * s * (derivative (derivative p)).eval (s ^ 2))
      - p.eval (s ^ 2) - s * (2 * s * (derivative p).eval (s ^ 2))
    refine ⟨fun r => r ^ a * q1 r * Real.exp (-r ^ 2 / 2),
      fun r => r ^ a * (a * r⁻¹ * q1 r + q2 r - r * q1 r) * Real.exp (-r ^ 2 / 2),
      fun r hr => ⟨?_, hasDerivAt_dressed a hr ?_, ?_⟩⟩
    · refine (hasDerivAt_dressed a hr (hp p r)).congr_deriv ?_
      simp only [q1]
    · have h := ((((hasDerivAt_inv hr.ne').const_mul a).fun_mul (hp p r)).fun_add
        (((hasDerivAt_id' r).const_mul 2).fun_mul (hp (derivative p) r))).fun_sub
        ((hasDerivAt_id' r).fun_mul (hp p r))
      exact h.congr_deriv (by simp only [q2]; ring)
    · have hr0 : r ≠ 0 := hr.ne'
      simp only [radialHamiltonian, trialWave, laguerreOp, q1, q2, eval_add, eval_mul,
        eval_sub, eval_X, eval_C]
      generalize r ^ a = A
      generalize Real.exp (-r ^ 2 / 2) = G
      generalize (derivative (derivative p)).eval (r ^ 2) = P2
      generalize (derivative p).eval (r ^ 2) = P1
      generalize p.eval (r ^ 2) = P0
      field_simp
      ring
  obtain ⟨v, w, hvw⟩ := key
  constructor
  · rintro ⟨u', u'', hu⟩
    have hv : ∀ r, 0 < r → u' r = v r := fun r hr => (hu r hr).1.unique (hvw r hr).1
    -- the Laguerre expression vanishes at every positive argument
    have hroot : ∀ r, 0 < r → (laguerreOp a ν p).eval (r ^ 2) = 0 := by
      intro r hr
      have hev : u' =ᶠ[nhds r] v :=
        Filter.eventually_of_mem (Ioi_mem_nhds hr) (fun s hs => hv s hs)
      have hw : u'' r = w r :=
        (hu r hr).2.1.unique ((hvw r hr).2.1.congr_of_eventuallyEq hev)
      have h1 := (hu r hr).2.2
      have h2 := (hvw r hr).2.2
      rw [hv r hr, hw] at h1
      rw [h1, sub_self] at h2
      have hpos : 0 < r ^ a * Real.exp (-r ^ 2 / 2) :=
        mul_pos (Real.rpow_pos_of_pos hr a) (Real.exp_pos _)
      exact (mul_eq_zero.1 h2.symm).resolve_left (mul_ne_zero (by norm_num) hpos.ne')
    refine Polynomial.eq_zero_of_infinite_isRoot _ ((Set.Ioi_infinite (0 : ℝ)).mono ?_)
    intro x hx
    have hx0 : 0 < x := hx
    have h := hroot (Real.sqrt x) (Real.sqrt_pos.2 hx0)
    rw [Real.sq_sqrt hx0.le] at h
    exact h
  · intro h0
    refine ⟨v, w, fun r hr => ⟨(hvw r hr).1, (hvw r hr).2.1, ?_⟩⟩
    have h := (hvw r hr).2.2
    rw [h0, eval_zero, mul_zero] at h
    exact sub_eq_zero.1 h
```

## Which energies occur

The coefficient of $x^k$ in the bracket is $(k+1)(k+a+1)c_{k+1}-(k-\nu)c_k$. The cases $k=0$ and $k\geq1$ are checked separately.

```lean
/-- The Laguerre expression links only neighbouring coefficients of the polynomial. -/
theorem laguerreOp_coeff (a ν : ℝ) (p : ℝ[X]) (k : ℕ) :
    (laguerreOp a ν p).coeff k =
      ((k : ℝ) + 1) * (k + a + 1) * p.coeff (k + 1) - ((k : ℝ) - ν) * p.coeff k := by
  cases k with
  | zero =>
    simp only [laguerreOp, sub_mul, coeff_add, coeff_sub, coeff_C_mul, coeff_X_mul_zero,
      coeff_derivative]
    push_cast
    ring
  | succ k =>
    simp only [laguerreOp, sub_mul, coeff_add, coeff_sub, coeff_C_mul, coeff_X_mul,
      coeff_derivative]
    push_cast
    ring
```

With $\nu=n$ the recursion makes every such coefficient zero; $a\ge0$ keeps the denominators positive. The polynomial is nonzero because $c_0=1$.

```lean
/-- For `a ≥ 0` the Laguerre polynomial of index `n` is nonzero and gives a radial solution
with energy `a + 1 + 2n`. -/
theorem laguerre_level {a : ℝ} (ha : 0 ≤ a) (n : ℕ) :
    laguerrePoly a n ≠ 0 ∧
      SolvesRadial a (a + 1 + 2 * n) (trialWave a (laguerrePoly a n)) := by
  -- the recursion terminates after degree `n`
  have hz : ∀ j, laguerreCoeff a n (n + 1 + j) = 0 := by
    intro j
    induction j with
    | zero => simp [laguerreCoeff]
    | succ j ih =>
      rw [← add_assoc, laguerreCoeff, ih, mul_zero]
  have hc : ∀ k, (laguerrePoly a n).coeff k = laguerreCoeff a n k := by
    intro k
    simp only [laguerrePoly, finsetSum_coeff, coeff_monomial, Finset.sum_ite_eq',
      Finset.mem_range]
    split_ifs with h
    · rfl
    · obtain ⟨j, rfl⟩ := Nat.exists_eq_add_of_le (not_lt.1 h)
      exact (hz j).symm
  constructor
  · intro h
    have h1 := hc 0
    rw [h, coeff_zero, laguerreCoeff] at h1
    exact zero_ne_one h1
  · rw [solvesRadial_iff]
    ext k
    have h1 : (k : ℝ) + 1 ≠ 0 := by positivity
    have h2 : (k : ℝ) + a + 1 ≠ 0 := by positivity
    rw [laguerreOp_coeff, hc, hc, coeff_zero, laguerreCoeff]
    field_simp
    ring
```

Conversely, let $p$ have degree $d$. At $k=d$ we have $c_{d+1}=0$, so $(d-\nu)c_d=0$ and $\nu=d$. The condition $p\ne0$ matters: the zero polynomial solves the equation for every $E$.

```lean
/-- For `a ≥ 0`, the energies of radial solutions `r^a p(r²) exp(-r²/2)` with a nonzero
polynomial `p` are exactly `a + 1 + 2n` with `n` a natural number. -/
theorem anyon_spectrum {a : ℝ} (ha : 0 ≤ a) (E : ℝ) :
    (∃ p : ℝ[X], p ≠ 0 ∧ SolvesRadial a E (trialWave a p)) ↔
      ∃ n : ℕ, E = a + 1 + 2 * n := by
  constructor
  · rintro ⟨p, hp, h⟩
    have hE : E = a + 1 + 2 * ((E - a - 1) / 2) := by ring
    rw [hE, solvesRadial_iff] at h
    -- the leading coefficient fixes the energy
    have hc := laguerreOp_coeff a ((E - a - 1) / 2) p p.natDegree
    rw [h, coeff_zero, coeff_eq_zero_of_natDegree_lt (Nat.lt_succ_self _)] at hc
    have hlead : p.coeff p.natDegree ≠ 0 := by simpa using hp
    have hm : ((p.natDegree : ℝ) - (E - a - 1) / 2) * p.coeff p.natDegree = 0 := by
      linear_combination hc
    have hd := (mul_eq_zero.1 hm).resolve_right hlead
    exact ⟨p.natDegree, by linarith⟩
  · rintro ⟨n, rfl⟩
    exact ⟨laguerrePoly a n, laguerre_level ha n⟩
```

The choices $p=1$, $\nu=0$ and $p=a+1-x$, $\nu=1$ give two explicit states. For the second, $p'=-1$ and $p''=0$, so the bracket is $-(a+1-x)+(a+1-x)=0$.

```lean
/-- The functions `r^a exp(-r²/2)` and `r^a (a + 1 - r²) exp(-r²/2)` solve the radial equation
with energies `a + 1` and `a + 3`. -/
theorem two_lowest_forms (a : ℝ) :
    SolvesRadial a (a + 1) (fun r => r ^ a * Real.exp (-r ^ 2 / 2)) ∧
      SolvesRadial a (a + 3)
        (fun r => r ^ a * (a + 1 - r ^ 2) * Real.exp (-r ^ 2 / 2)) := by
  constructor
  · have h := (solvesRadial_iff a 0 1).2 (by simp [laguerreOp])
    have e : trialWave a 1 = fun r => r ^ a * Real.exp (-r ^ 2 / 2) := by
      funext r
      simp only [trialWave, eval_one, mul_one]
    rwa [e, mul_zero, add_zero] at h
  · have hd : derivative (C (a + 1) - X : ℝ[X]) = -1 := by
      rw [derivative_sub, derivative_C, derivative_X, zero_sub]
    have h := (solvesRadial_iff a 1 (C (a + 1) - X)).2 (by
      simp only [laguerreOp, hd, derivative_neg, derivative_one, map_one]
      ring)
    have e : trialWave a (C (a + 1) - X) =
        fun r => r ^ a * (a + 1 - r ^ 2) * Real.exp (-r ^ 2 / 2) := by
      funext r
      simp only [trialWave, eval_sub, eval_C, eval_X]
    have hE : a + 1 + 2 * 1 = a + 3 := by ring
    rwa [e, hE] at h
```

This theorem allows negative $a$, which shows what the ansatz excludes. At $a=-\tfrac12$ it gives $u=r^{-1/2}e^{-r^2/2}$ with $E=\tfrac12$. The equation contains only $a^2$, so the same $u$ solves it at $a=\tfrac12$, where the levels are $\tfrac32+2n$. This $u$ is square-integrable with weight $r\,dr$ but diverges at contact. For $0<a<1$, identifying the levels with the full spectrum of a real pair in this sector therefore needs a contact condition beyond square-integrability, as well as completeness of the polynomial solutions.

## Linear interpolation between bosons and fermions

Finally,
$$a+1+2n=(1-a)(2n+1)+a(2n+2).$$
For $n=0$ the state goes from $e^{-r^2/2}$ with $E=1$ at $a=0$ to $re^{-r^2/2}$ with $E=2$ at $a=1$. Some other sectors with the same exchange phase behave differently: for $e^{i(a-2)\varphi}$ and $0\le a\le1$, the corresponding energies $3-a+2n$ fall as $a$ grows.

```lean
/-- For `a ≥ 0` the energy of the Laguerre solution of index `n` is the linear function of `a` that
equals `2n + 1` at `a = 0` and `2n + 2` at `a = 1`. -/
theorem linear_interpolation {a : ℝ} (ha : 0 ≤ a) (n : ℕ) :
    SolvesRadial a ((1 - a) * (2 * n + 1) + a * (2 * n + 2))
      (trialWave a (laguerrePoly a n)) := by
  have hE : (1 - a) * (2 * n + 1) + a * (2 * n + 2) = a + 1 + 2 * (n : ℝ) := by ring
  rw [hE]
  exact (laguerre_level ha n).2

end

end TrappedAnyons
```

```lean
#print axioms TrappedAnyons.angular_derivative
-- 'TrappedAnyons.angular_derivative' depends on axioms: [propext, Classical.choice, Quot.sound]
#print axioms TrappedAnyons.anyon_spectrum
-- 'TrappedAnyons.anyon_spectrum' depends on axioms: [propext, Classical.choice, Quot.sound]
#print axioms TrappedAnyons.two_lowest_forms
-- 'TrappedAnyons.two_lowest_forms' depends on axioms: [propext, Classical.choice, Quot.sound]
#print axioms TrappedAnyons.linear_interpolation
-- 'TrappedAnyons.linear_interpolation' depends on axioms: [propext, Classical.choice, Quot.sound]
```
